# Doping and a finite cutoff reduce the intrinsic half-quantized Hall response of a massive Dirac cone

A magnetic exchange field perpendicular to the surface of a topological insulator can open a gap in the surface Dirac cone. The gapped cone then has an anomalous Hall conductivity of magnitude $\tfrac12\,e^2/h$ when the chemical potential lies in the gap and all momenta are counted. A calculation may depart from both conditions: carriers partly fill the upper band, and the momentum integral stops at a finite radius. How much of the one half is lost to each in the intrinsic response, which leaves out impurity scattering?

## The radial integral by hand

Take one clean, non-interacting cone at zero temperature,
$$H=v(k_x\sigma_x+k_y\sigma_y)+m\sigma_z,\qquad E=\sqrt{v^2k^2+m^2},$$
with $v>0$, $m\neq0$ and $k^2=k_x^2+k_y^2$. Here $\hbar$ is absorbed in $v$, so that $vk$ and $m$ are energies. The bands lie at $\pm E$. Let the chemical potential $\mu$ and the energy cutoff $L$ satisfy $|m|\le\mu<L$. Where $E<\mu$ both bands are filled and interband transitions are blocked, so only momenta with $\mu<E<L$ contribute. The claim is
$$\int_{\mu<E<L}k\,\frac{2\,\mathrm{Im}\,\mathrm{tr}(P_-\,\partial_xH\,P_+\,\partial_yH)}{(2E)^2}\,dk=-\frac m2\left(\frac1\mu-\frac1L\right).$$

Since $H^2=E^2$, the band projectors are $P_\pm=(1\pm N)/2$ with $N=H/E=\mathbf n\cdot\boldsymbol\sigma$ and $\mathbf n=(vk_x,vk_y,m)/E$. The velocities are $\partial_xH=v\sigma_x$ and $\partial_yH=v\sigma_y$. Expanding the trace gives
$$\frac{v^2}{4}\,\mathrm{tr}\big[\sigma_x\sigma_y+\sigma_xN\sigma_y-N\sigma_x\sigma_y-N\sigma_xN\sigma_y\big].$$
The first term has zero trace. From $\mathrm{tr}(\sigma_a\sigma_b\sigma_c)=2i\varepsilon_{abc}$, the second and third terms each give $-2in_z$. For the last, $N\sigma_xN=2n_xN-\sigma_x$, so it gives $-4n_xn_y$. The trace is therefore $-v^2(n_xn_y+in_z)$, its imaginary part is $-v^2m/E$, and the integrand without the factor $k$ is
$$\frac{2}{4E^2}\left(-\frac{v^2m}{E}\right)=-\frac{mv^2}{2E^3}.$$

Differentiating $E^2=v^2k^2+m^2$ gives $v^2k\,dk=E\,dE$, hence
$$-\frac m2\int_\mu^L\frac{dE}{E^2}=-\frac m2\left(\frac1\mu-\frac1L\right).$$
The magnitude falls short of one half by
$$\frac12-\frac{|m|}2\left(\frac1\mu-\frac1L\right)=\frac12\left(1-\frac{|m|}\mu\right)+\frac{|m|}{2L},$$
a doping part and a cutoff part. The first vanishes at the band edge $\mu=|m|$, the second as $L\to\infty$.

## The cutoff in a momentum-space sum

Suppose that a $k\cdot p$ calculation for a single clean, non-interacting cone sums the Kubo expression over a disc of radius $K$. This sets $L=\sqrt{v^2K^2+m^2}$. In units of $e^2/h$ the integral over $d^2k$ carries a prefactor $1/(2\pi)$, which the angular integral cancels. The radial integral is therefore the intrinsic Hall conductivity in these units, up to the sign convention. With $m=10$ meV, $\mu=20$ meV and $L=1$ eV, it equals $-0.245$: doping removes $0.25$ of the one half and the cutoff another $0.005$. The omitted tail is $-m/(2L)$, here $-0.005$, and adding it to the truncated sum gives the infinite-cutoff value $-0.25$.

## Hamiltonian, projectors and response in Lean

```lean
import Mathlib

open MeasureTheory Filter

namespace AnomalousHallCutoff

noncomputable section
```

The Pauli matrices are explicit complex $2\times2$ matrices.

```lean
/-- The Pauli matrix `σx`. -/
def sx : Matrix (Fin 2) (Fin 2) ℂ := !![0, 1; 1, 0]

/-- The Pauli matrix `σy`. -/
def sy : Matrix (Fin 2) (Fin 2) ℂ := !![0, -Complex.I; Complex.I, 0]

/-- The Pauli matrix `σz`. -/
def sz : Matrix (Fin 2) (Fin 2) ℂ := !![1, 0; 0, -1]
```

The parameters and momentum components are real numbers, cast to complex ones where they multiply matrices.

```lean
/-- The massive Dirac Hamiltonian `v (kx σx + ky σy) + m σz`. -/
def H (v m kx ky : ℝ) : Matrix (Fin 2) (Fin 2) ℂ :=
  (v : ℂ) • ((kx : ℂ) • sx + (ky : ℂ) • sy) + (m : ℂ) • sz
```

`energy` is the positive branch $E$.

```lean
/-- The band energy `E = √(v² (kx² + ky²) + m²)`. -/
def energy (v m kx ky : ℝ) : ℝ := √(v ^ 2 * (kx ^ 2 + ky ^ 2) + m ^ 2)
```

The two projectors are written directly in terms of $H/E$. That they belong to the bands is proved below.

```lean
/-- The upper-band projector `(1 + H/E)/2`, for `E ≠ 0`. -/
def projPlus (v m kx ky : ℝ) : Matrix (Fin 2) (Fin 2) ℂ :=
  (1 / 2 : ℂ) • (1 + (((energy v m kx ky)⁻¹ : ℝ) : ℂ) • H v m kx ky)

/-- The lower-band projector `(1 - H/E)/2`, for `E ≠ 0`. -/
def projMinus (v m kx ky : ℝ) : Matrix (Fin 2) (Fin 2) ℂ :=
  (1 / 2 : ℂ) • (1 - (((energy v m kx ky)⁻¹ : ℝ) : ℂ) • H v m kx ky)
```

The velocity matrices are likewise defined first and identified with derivatives of $H$ afterwards.

```lean
/-- The velocity matrix `v σx`. -/
def velX (v : ℝ) : Matrix (Fin 2) (Fin 2) ℂ := (v : ℂ) • sx

/-- The velocity matrix `v σy`. -/
def velY (v : ℝ) : Matrix (Fin 2) (Fin 2) ℂ := (v : ℂ) • sy
```

The Kubo formula enters as a definition: `kubo` is the trace expression of the claim, with no derivation from linear response.

```lean
/-- The Kubo integrand `2 Im tr(P₋ ∂xH P₊ ∂yH) / (2E)²`, for `E ≠ 0`. -/
def kubo (v m kx ky : ℝ) : ℝ :=
  2 * (Matrix.trace (projMinus v m kx ky * velX v * projPlus v m kx ky * velY v)).im
    / (2 * energy v m kx ky) ^ 2
```

`hall` integrates along a ray with polar angle $\theta$. The zero-temperature occupations appear as the condition $\mu<E$ in the integration set, and the cutoff as $E<L$. The angular integral is not part of the definition. Disorder, temperature and interactions are absent from the model.

```lean
/-- The radial Hall integral along the direction `θ`, over the momenta `k ≥ 0` whose
energy lies between the chemical potential `μ` and the cutoff `L`. -/
def hall (v m θ μ L : ℝ) : ℝ :=
  ∫ k in {k : ℝ | 0 ≤ k ∧ μ < energy v m (k * Real.cos θ) (k * Real.sin θ) ∧
      energy v m (k * Real.cos θ) (k * Real.sin θ) < L},
    k * kubo v m (k * Real.cos θ) (k * Real.sin θ)
```

## Velocities and bands

The first theorem says that every entry of `velX` and `velY` is the derivative of the corresponding entry of `H` with respect to $k_x$ or $k_y$. The proof writes each entry as momentum times a constant plus another constant, and the helper `affine` differentiates that form.

```lean
/-- The velocity matrices are the entrywise derivatives of the Hamiltonian with respect to
`kx` and `ky`. -/
theorem velocity_eq_derivative (v m kx ky : ℝ) (i j : Fin 2) :
    HasDerivAt (fun x : ℝ => H v m x ky i j) (velX v i j) kx ∧
    HasDerivAt (fun y : ℝ => H v m kx y i j) (velY v i j) ky := by
  -- each entry is an affine function of the momentum component
  have affine (c d : ℂ) (t : ℝ) : HasDerivAt (fun x : ℝ => (x : ℂ) * c + d) c t :=
    (((hasDerivAt_id t).ofReal_comp.mul_const c).add_const d).congr_deriv (by simp)
  constructor
  · have e : (fun x : ℝ => H v m x ky i j) =
        fun x : ℝ => (x : ℂ) * velX v i j + H v m 0 ky i j := by
      funext x
      simp only [H, velX, Matrix.add_apply, Matrix.smul_apply, smul_eq_mul, Complex.ofReal_zero]
      ring
    rw [e]
    exact affine _ _ _
  · have e : (fun y : ℝ => H v m kx y i j) =
        fun y : ℝ => (y : ℂ) * velY v i j + H v m kx 0 i j := by
      funext y
      simp only [H, velY, Matrix.add_apply, Matrix.smul_apply, smul_eq_mul, Complex.ofReal_zero]
      ring
    rw [e]
    exact affine _ _ _
```

Next comes $H^2=E^2$ times the identity. The step `hE` removes the square root, and the matrix identity is then checked on its four entries, using $i^2=-1$.

```lean
/-- The Dirac Hamiltonian squares to `E²` times the identity. -/
theorem H_sq (v m kx ky : ℝ) :
    H v m kx ky * H v m kx ky = ((energy v m kx ky : ℂ) ^ 2) • 1 := by
  have hE : (energy v m kx ky : ℂ) ^ 2 = v ^ 2 * (kx ^ 2 + ky ^ 2) + m ^ 2 := by
    have h : energy v m kx ky ^ 2 = v ^ 2 * (kx ^ 2 + ky ^ 2) + m ^ 2 :=
      Real.sq_sqrt (by positivity)
    exact_mod_cast h
  rw [hE]
  ext i j
  fin_cases i <;> fin_cases j <;>
    simp [H, sx, sy, sz, Matrix.mul_apply, Fin.sum_univ_two] <;> ring_nf <;>
    simp only [Complex.I_sq] <;> ring
```

For $m\neq0$ the energy is positive at every momentum, including $k=0$, so $H/E$ is meaningful. The theorem states $HP_+=EP_+$, $HP_-=-EP_-$ and $P_++P_-=1$. By hand, $HP_+=(H+H^2/E)/2=(H+E)/2=EP_+$. The `linear_combination` steps do this entry by entry, from `H_sq` and $E\cdot E^{-1}=1$.

```lean
/-- For nonzero mass, `P₊` and `P₋` map into the eigenspaces of `H` with energies `E` and
`-E`, and they add up to the identity. -/
theorem band_projectors (v m kx ky : ℝ) (hm : m ≠ 0) :
    H v m kx ky * projPlus v m kx ky = (energy v m kx ky : ℂ) • projPlus v m kx ky ∧
    H v m kx ky * projMinus v m kx ky = (-(energy v m kx ky : ℂ)) • projMinus v m kx ky ∧
    projPlus v m kx ky + projMinus v m kx ky = 1 := by
  have hpos : 0 < energy v m kx ky := Real.sqrt_pos.mpr (by positivity)
  have h : (energy v m kx ky : ℂ) * (((energy v m kx ky)⁻¹ : ℝ) : ℂ) = 1 := by
    exact_mod_cast mul_inv_cancel₀ hpos.ne'
  refine ⟨?_, ?_, ?_⟩
  · ext i j
    simp only [projPlus, mul_smul_comm, mul_add, mul_one, H_sq, Matrix.add_apply,
      Matrix.smul_apply, smul_eq_mul]
    linear_combination (1 / 2 * (energy v m kx ky : ℂ) * (1 : Matrix (Fin 2) (Fin 2) ℂ) i j
      - 1 / 2 * H v m kx ky i j) * h
  · ext i j
    simp only [projMinus, mul_smul_comm, mul_sub, mul_one, H_sq, Matrix.sub_apply,
      Matrix.smul_apply, smul_eq_mul]
    linear_combination (-(1 / 2 * (energy v m kx ky : ℂ) * (1 : Matrix (Fin 2) (Fin 2) ℂ) i j)
      - 1 / 2 * H v m kx ky i j) * h
  · unfold projPlus projMinus
    module
```

## The interband trace

`kubo_eq` states that the integrand is $-mv^2/(2E^3)$. Its intermediate step `key` is the trace found above, $-v^4k_xk_y/E^2-iv^2m/E$. Lean multiplies out the matrices where the hand derivation used Pauli identities. It replaces $E^{-1}$ by a letter `a`, which makes the trace a polynomial identity. `him` takes the imaginary part, and `field_simp` collects the powers of $E$.

```lean
/-- For nonzero mass the Kubo integrand equals `-m v² / (2E³)`. -/
theorem kubo_eq (v m kx ky : ℝ) (hm : m ≠ 0) :
    kubo v m kx ky = -(m * v ^ 2) / (2 * energy v m kx ky ^ 3) := by
  have hpos : 0 < energy v m kx ky := Real.sqrt_pos.mpr (by positivity)
  -- the interband trace, split into its real and imaginary parts
  have key : Matrix.trace (projMinus v m kx ky * velX v * projPlus v m kx ky * velY v) =
      ((-((energy v m kx ky)⁻¹ ^ 2 * v ^ 4 * kx * ky) : ℝ) : ℂ) +
      ((-(v ^ 2 * m * (energy v m kx ky)⁻¹) : ℝ) : ℂ) * Complex.I := by
    unfold projMinus projPlus
    generalize (energy v m kx ky)⁻¹ = a
    simp [H, velX, velY, sx, sy, sz, Matrix.trace_fin_two, Matrix.mul_apply, Fin.sum_univ_two]
    ring_nf
    simp only [Complex.I_sq]
    ring
  have him : (Matrix.trace (projMinus v m kx ky * velX v * projPlus v m kx ky * velY v)).im =
      -(v ^ 2 * m * (energy v m kx ky)⁻¹) := by
    rw [key, Complex.add_im, Complex.ofReal_im, Complex.im_ofReal_mul, Complex.I_im]
    ring
  unfold kubo
  rw [him]
  field_simp
```

## From an energy window to a momentum interval

The limits $\mu$ and $L$ are energies, whereas the integral runs over $k$. The next lemma supplies the momentum $a=\sqrt{M^2-m^2}/v$ at which the energy equals a given $M\ge|m|$.

```lean
/-- For `v > 0`, every energy `M ≥ |m|` is reached at some momentum `a ≥ 0`. -/
theorem exists_momentum {v m M : ℝ} (hv : 0 < v) (hM : |m| ≤ M) :
    ∃ a : ℝ, 0 ≤ a ∧ v ^ 2 * a ^ 2 + m ^ 2 = M ^ 2 := by
  have h := pow_le_pow_left₀ (abs_nonneg m) hM 2
  rw [sq_abs] at h
  refine ⟨√(M ^ 2 - m ^ 2) / v, by positivity, ?_⟩
  rw [div_pow, Real.sq_sqrt (by linarith)]
  have h2 : v ^ 2 * ((M ^ 2 - m ^ 2) / v ^ 2) = M ^ 2 - m ^ 2 := by field_simp
  linarith
```

The main theorem, `hall_eq`, is the claim for every direction $\theta$. The hypothesis `hμ` places the chemical potential at or above the edge of the upper band. With $v=0$ the band would be flat and the window empty, while the right-hand side would not vanish, so the formula needs $v\neq0$; the theorem takes $v>0$.

The proof applies the lemma at $\mu$ and at $L$ to obtain momenta `a` and `b`. `hpolar` uses $\sin^2\theta+\cos^2\theta=1$ to remove the angle from the energy. `cmp` says that on $k\ge0$ the order of momenta is the order of energies, from which `hS` identifies the window with the open interval from `a` to `b`.

Instead of changing variables to $E$, the proof differentiates $m/(2E)$ with respect to $k$. By `hd` the result is $-mv^2k/(2E^3)$, which `hf` identifies with the radial integrand. `hc` gives continuity, hence integrability, and the fundamental theorem of calculus yields $m/(2L)-m/(2\mu)$.

```lean
/-- For `v > 0`, `m ≠ 0` and `|m| ≤ μ < L`, the Hall integral over the energy window
`μ < E < L` equals `-(m/2)(1/μ - 1/L)` along every direction `θ`. -/
theorem hall_eq {v m μ L : ℝ} (θ : ℝ) (hv : 0 < v) (hm : m ≠ 0) (hμ : |m| ≤ μ) (hL : μ < L) :
    hall v m θ μ L = -(m / 2) * (1 / μ - 1 / L) := by
  have hμ0 : 0 < μ := lt_of_lt_of_le (abs_pos.mpr hm) hμ
  have hL0 : 0 < L := hμ0.trans hL
  have hv2 : 0 < v ^ 2 := by positivity
  obtain ⟨a, ha, ha2⟩ := exists_momentum hv hμ
  obtain ⟨b, hb, hb2⟩ := exists_momentum hv (hμ.trans hL.le)
  have hpolar (k : ℝ) : energy v m (k * Real.cos θ) (k * Real.sin θ) =
      √(v ^ 2 * k ^ 2 + m ^ 2) := by
    unfold energy
    congr 1
    linear_combination v ^ 2 * k ^ 2 * Real.sin_sq_add_cos_sq θ
  have hs (k : ℝ) : 0 < √(v ^ 2 * k ^ 2 + m ^ 2) := Real.sqrt_pos.mpr (by positivity)
  -- comparing momenta is comparing energies
  have cmp {x y : ℝ} (hx : 0 ≤ x) (hy : 0 ≤ y) :
      v ^ 2 * x ^ 2 < v ^ 2 * y ^ 2 ↔ x < y :=
    ⟨fun h => lt_of_pow_lt_pow_left₀ 2 hy (lt_of_mul_lt_mul_left h hv2.le),
      fun h => mul_lt_mul_of_pos_left (pow_lt_pow_left₀ h hx two_ne_zero) hv2⟩
  have hab : a ≤ b := by
    have h := pow_lt_pow_left₀ hL hμ0.le two_ne_zero
    exact ((cmp ha hb).mp (by linarith)).le
  have hS : {k : ℝ | 0 ≤ k ∧ μ < √(v ^ 2 * k ^ 2 + m ^ 2) ∧
      √(v ^ 2 * k ^ 2 + m ^ 2) < L} = Set.Ioo a b := by
    ext k
    simp only [Set.mem_ofPred_eq, Set.mem_Ioo]
    rw [Real.lt_sqrt hμ0.le, Real.sqrt_lt' hL0]
    constructor
    · rintro ⟨h0, h1, h2⟩
      exact ⟨(cmp ha h0).mp (by linarith), (cmp h0 hb).mp (by linarith)⟩
    · rintro ⟨h1, h2⟩
      have h0 : 0 ≤ k := ha.trans h1.le
      have h3 := (cmp ha h0).mpr h1
      have h4 := (cmp h0 hb).mpr h2
      exact ⟨h0, by linarith, by linarith⟩
  have hf (k : ℝ) : k * kubo v m (k * Real.cos θ) (k * Real.sin θ) =
      -(m * v ^ 2 * k) / (2 * √(v ^ 2 * k ^ 2 + m ^ 2) ^ 3) := by
    rw [kubo_eq _ _ _ _ hm, hpolar]
    ring
  -- `m / (2E)` is an antiderivative of the radial integrand
  have hd (k : ℝ) : HasDerivAt (fun k : ℝ => m / (2 * √(v ^ 2 * k ^ 2 + m ^ 2)))
      (-(m * v ^ 2 * k) / (2 * √(v ^ 2 * k ^ 2 + m ^ 2) ^ 3)) k := by
    have h1 : HasDerivAt (fun k : ℝ => v ^ 2 * k ^ 2 + m ^ 2) (v ^ 2 * (2 * k)) k :=
      (((hasDerivAt_pow 2 k).const_mul (v ^ 2)).add_const (m ^ 2)).congr_deriv (by simp)
    have h2 := (h1.sqrt (by positivity)).const_mul 2
    have hk := hs k
    refine ((hasDerivAt_const k m).fun_div h2 (by positivity)).congr_deriv ?_
    generalize √(v ^ 2 * k ^ 2 + m ^ 2) = s at hk
    field_simp
    ring
  have hc : Continuous (fun k : ℝ =>
      -(m * v ^ 2 * k) / (2 * √(v ^ 2 * k ^ 2 + m ^ 2) ^ 3)) :=
    Continuous.div (by fun_prop) (by fun_prop) (fun k => by have := hs k; positivity)
  unfold hall
  simp_rw [hf, hpolar]
  rw [hS, ← integral_Ioc_eq_integral_Ioo, ← intervalIntegral.integral_of_le hab,
    intervalIntegral.integral_eq_sub_of_hasDerivAt (fun k _ => hd k) (hc.intervalIntegrable a b),
    ha2, hb2, Real.sqrt_sq hμ0.le, Real.sqrt_sq hL0.le]
  ring
```

## The two losses and the half-quantized limit

`hall_deficit` is the decomposition of the shortfall under the same hypotheses. Since $\mu<L$, the bracket $1/\mu-1/L$ is nonnegative, so the absolute value falls only on $m$; the rest is algebra.

```lean
/-- For `v > 0`, `m ≠ 0` and `|m| ≤ μ < L`, the magnitude of the Hall integral falls short of
`1/2` by a doping part `(1 - |m|/μ)/2` plus a cutoff part `|m|/(2L)`. -/
theorem hall_deficit {v m μ L : ℝ} (θ : ℝ) (hv : 0 < v) (hm : m ≠ 0) (hμ : |m| ≤ μ)
    (hL : μ < L) :
    1 / 2 - |hall v m θ μ L| = (1 - |m| / μ) / 2 + |m| / (2 * L) := by
  have hμ0 : 0 < μ := lt_of_lt_of_le (abs_pos.mpr hm) hμ
  have h : 0 ≤ 1 / μ - 1 / L := sub_nonneg.mpr (one_div_le_one_div_of_le hμ0 hL.le)
  rw [hall_eq θ hv hm hμ hL, abs_mul, abs_neg, abs_div, abs_of_nonneg h,
    abs_of_pos (two_pos : (0 : ℝ) < 2)]
  ring
```

The last theorem fixes the chemical potential at the band edge, $\mu=|m|$, and lets the cutoff grow. A chemical potential inside the gap gives the same integral, because the window then gains only the single point $k=0$. The limit is written `-(m / |m|) / 2`, which is $-\mathrm{sign}(m)/2$. The proof takes the limit of the closed formula, using $L^{-1}\to0$, and transfers it to `hall`, which agrees with the formula as soon as $L>|m|$.

```lean
/-- For `v > 0`, `m ≠ 0` and the chemical potential at the band edge `μ = |m|`, the Hall
integral tends to `-sign(m)/2` as the cutoff goes to infinity. -/
theorem hall_half_quantized {v m : ℝ} (θ : ℝ) (hv : 0 < v) (hm : m ≠ 0) :
    Tendsto (fun L => hall v m θ |m| L) atTop (nhds (-(m / |m|) / 2)) := by
  have h : Tendsto (fun L : ℝ => -(m / 2) * (1 / |m| - L⁻¹)) atTop
      (nhds (-(m / 2) * (1 / |m| - 0))) :=
    (tendsto_const_nhds.sub tendsto_inv_atTop_zero).const_mul _
  have e : -(m / 2) * (1 / |m| - 0) = -(m / |m|) / 2 := by ring
  rw [e] at h
  refine h.congr' ?_
  filter_upwards [eventually_gt_atTop |m|] with L hL
  rw [hall_eq θ hv hm le_rfl hL, one_div L]

end

end AnomalousHallCutoff
```

```lean
#print axioms AnomalousHallCutoff.velocity_eq_derivative
#print axioms AnomalousHallCutoff.band_projectors
#print axioms AnomalousHallCutoff.hall_deficit
#print axioms AnomalousHallCutoff.hall_half_quantized
```

```
'AnomalousHallCutoff.velocity_eq_derivative' depends on axioms: [propext, Classical.choice, Quot.sound]
'AnomalousHallCutoff.band_projectors' depends on axioms: [propext, Classical.choice, Quot.sound]
'AnomalousHallCutoff.hall_deficit' depends on axioms: [propext, Classical.choice, Quot.sound]
'AnomalousHallCutoff.hall_half_quantized' depends on axioms: [propext, Classical.choice, Quot.sound]
```
